# In CI with doubles and quadruples, the correlation energy per molecule of N separated minimal-basis H₂ molecules tends to zero

Take two H₂ molecules, far apart, in a minimal basis. In each one, a coupling $K$ mixes the ground configuration with the doubly excited one, which lies $2D$ higher. I keep only these two configurations per molecule; the singly excited ones have the other parity and do not mix with them. CI with doubles and quadruples is then exact: for $D=0$ the energy relative to the Hartree–Fock reference is $-2|K|$, twice the single-molecule value. With three molecules I get $-\sqrt7\,|K|\approx-2.65\,|K|$ instead of $-3|K|$, because the sextuple excitation is missing. That looks like a modest loss. Does it stay a modest fraction as I add molecules, or do quadruples only postpone the problem?

## Quadruples change the prefactor, not the power of N

They only postpone it. Let $E_N$ be the CI energy of $N$ molecules relative to the Hartree–Fock reference. Then $E_N/\sqrt N\to-\sqrt3\,|K|$, so $E_N/N\to0$. With doubles alone the prefactor is $1$ instead of $\sqrt3$. The exact energy is $N\,(D-\sqrt{D^2+K^2})$, so for $K\neq0$ the recovered fraction goes to zero; these two comparisons are ordinary algebra added to the Lean result.

In the basis of the reference and the normalised symmetric sums of double and quadruple excitations, the matrix is

$$H=\begin{pmatrix}0&Ka&0\\Ka&2D&Kb\\0&Kb&4D\end{pmatrix},\qquad a=\sqrt N,\quad b=\sqrt{2(N-1)}.$$

The reference couples to $N$ doubles, which gives $a$. Each quadruple couples to two doubles, which gives $N(N-1)/\sqrt{N\cdot N(N-1)/2}=b$. For $N\ge2$ the lowest CI energy is found in this symmetric space. Flip the sign of all doubles if $K>0$, so that no coupling is positive. Replacing the amplitudes of a lowest vector by their absolute values then does not raise the energy, and summing the result over all permutations of the molecules gives a nonzero symmetric vector of the same lowest energy. Put $s=\sqrt{a^2+b^2}=\sqrt{3N-2}$. For a unit vector $c=(c_0,c_1,c_2)$,

$$c^THc=2Kc_1(ac_0+bc_2)+2Dc_1^2+4Dc_2^2.$$

**Lower bound.** Let $c$ be the normalised ground vector. Cauchy–Schwarz gives $|ac_0+bc_2|\le s\sqrt{c_0^2+c_2^2}$, and $2|c_1|\sqrt{c_0^2+c_2^2}\le1$. The diagonal terms are at least $-4|D|$. Hence $E_N\ge-|K|s-4|D|$.

**Upper bound.** Choose $\sigma=\pm1$ with $K\sigma=|K|$ and take the trial vector $(a,-\sigma s,b)/(\sqrt2\,s)$. Its energy is $-|K|s+D+2Db^2/s^2$, so $E_N\le-|K|s+3|D|$.

Together, $|E_N+|K|\sqrt{3N-2}|\le4|D|$. Dividing by $\sqrt N$ makes the right side vanish, while $\sqrt{3-2/N}\to\sqrt3$. Dividing by $\sqrt N$ once more gives $E_N/N\to0$.

In the Lean file, `quadruplesCI D K N` is this matrix, with indices 0, 1, 2 for reference, doubles and quadruples. `D` is what textbooks often call $\Delta$, and `K` is the exchange integral $K_{12}$; both may be any real numbers. `energyLevels` is the set of eigenvalues with nonzero real eigenvectors, and `groundEnergy` is its infimum. The final theorems, `energy_div_sqrt_tendsto` and `energy_per_molecule_tendsto`, are the two limits as the natural number `N` grows. The matrix is a definition: its reduction from the CI problem of the $N$ two-configuration molecules is argued above and not proved in Lean. At $N=1$ no quadruple exists, and the matrix merely carries a decoupled level $4D$, which the bound allows.

For electronic structure, this is the lack of size extensivity of truncated CI, shown for non-interacting molecules with one excited configuration each.

```lean
import Mathlib

open Matrix Filter Topology

namespace HydrogenQuadruplesCI

noncomputable section

variable {n : Type*} [Fintype n] [DecidableEq n]

/-- The energy levels of a real Hamiltonian matrix: its eigenvalues with nonzero eigenvectors. -/
def energyLevels (H : Matrix n n ℝ) : Set ℝ := {E | ∃ c : n → ℝ, c ≠ 0 ∧ H *ᵥ c = E • c}

/-- The ground energy of a real symmetric Hamiltonian matrix: the infimum of its levels. -/
def groundEnergy (H : Matrix n n ℝ) : ℝ := sInf (energyLevels H)

/-- For `N ≥ 2` separated molecules, each with an excited configuration `2 * D` above its ground
configuration and coupled to it by `K`: the CI matrix in the basis of the reference, the symmetric
doubles state and the symmetric quadruples state. For `N = 1` there is no quadruples state, and the
matrix has an extra decoupled level `4 * D`. -/
def quadruplesCI (D K : ℝ) (N : ℕ) : Matrix (Fin 3) (Fin 3) ℝ :=
  !![0, K * √(N : ℝ), 0;
     K * √(N : ℝ), 2 * D, K * √(2 * ((N : ℝ) - 1));
     0, K * √(2 * ((N : ℝ) - 1)), 4 * D]

/-- The eigenvalues supplied by the spectral theorem for a symmetric matrix are energy levels. -/
theorem eigenvalues_mem {H : Matrix n n ℝ} (hH : H.IsHermitian) (i : n) :
    hH.eigenvalues i ∈ energyLevels H := by
  refine ⟨(hH.eigenvectorBasis i).ofLp, fun h => ?_, hH.mulVec_eigenvectorBasis i⟩
  apply hH.eigenvectorBasis.orthonormal.ne_zero i
  ext j
  exact congrFun h j

/-- A symmetric Hamiltonian matrix of nonzero size has a lowest energy level, and the ground
energy is that level. -/
theorem groundEnergy_isLeast [Nonempty n] {H : Matrix n n ℝ} (hH : H.IsHermitian) :
    IsLeast (energyLevels H) (groundEnergy H) := by
  -- the levels are roots of the characteristic polynomial, hence finite in number
  have hfin : (energyLevels H).Finite := by
    refine (Polynomial.finite_setOfPred_isRoot (Matrix.charpoly_monic H).ne_zero).subset ?_
    rintro E ⟨c, hc, h⟩
    have hs : Matrix.scalar n E = E • (1 : Matrix n n ℝ) := by
      ext i j
      simp [Matrix.scalar_apply, Matrix.diagonal_apply, Matrix.one_apply]
    change H.charpoly.eval E = 0
    rw [Matrix.eval_charpoly, hs]
    exact Matrix.exists_mulVec_eq_zero_iff.mp ⟨c, hc, by
      rw [Matrix.sub_mulVec, Matrix.smul_mulVec, Matrix.one_mulVec, h, sub_self]⟩
  obtain ⟨E, hE, hmin⟩ := Set.exists_min_image (energyLevels H) id hfin
    ⟨_, eigenvalues_mem hH (Classical.arbitrary n)⟩
  have hl : IsLeast (energyLevels H) E := ⟨hE, fun x hx => hmin x hx⟩
  have he : groundEnergy H = E := hl.csInf_eq
  rw [he]
  exact hl

/-- Variational principle: for a symmetric Hamiltonian matrix `H` and any trial vector `x`,
normalised or not, `x ⬝ᵥ (H *ᵥ x)` is at least the ground energy times the squared norm of `x`. -/
theorem variational_principle [Nonempty n] {H : Matrix n n ℝ} (hH : H.IsHermitian)
    (x : n → ℝ) : groundEnergy H * (x ⬝ᵥ x) ≤ x ⬝ᵥ (H *ᵥ x) := by
  have h1 : (groundEnergy H • (1 : Matrix n n ℝ)).IsHermitian := by
    simp [Matrix.IsHermitian]
  have hS := hH.sub h1
  -- the Hamiltonian shifted by its lowest level has no negative eigenvalue
  have hP : (H - groundEnergy H • (1 : Matrix n n ℝ)).PosSemidef := by
    refine hS.posSemidef_iff_eigenvalues_nonneg.mpr (fun i => ?_)
    obtain ⟨c, hc, h⟩ := eigenvalues_mem hS i
    rw [Matrix.sub_mulVec, Matrix.smul_mulVec, Matrix.one_mulVec, sub_eq_iff_eq_add] at h
    have hm : hS.eigenvalues i + groundEnergy H ∈ energyLevels H :=
      ⟨c, hc, by rw [h, add_smul]⟩
    have := (groundEnergy_isLeast hH).2 hm
    change (0 : ℝ) ≤ hS.eigenvalues i
    linarith
  have h := hP.dotProduct_mulVec_nonneg x
  rw [star_trivial, Matrix.sub_mulVec, Matrix.smul_mulVec, Matrix.one_mulVec, dotProduct_sub,
    dotProduct_smul, smul_eq_mul] at h
  linarith

/-- For every `N ≥ 1` the ground energy of `quadruplesCI D K N` differs from `-|K| √(3N - 2)` by at
most `4|D|`. -/
theorem energy_bound (D K : ℝ) {N : ℕ} (hN : 1 ≤ N) :
    |groundEnergy (quadruplesCI D K N) + |K| * √(3 * (N : ℝ) - 2)| ≤ 4 * |D| := by
  have hN' : (1 : ℝ) ≤ N := by exact_mod_cast hN
  have hH : (quadruplesCI D K N).IsHermitian := by
    unfold Matrix.IsHermitian
    ext i j
    fin_cases i <;> fin_cases j <;> simp [quadruplesCI]
  have aux : ∀ (a b : ℝ) (x : Fin 3 → ℝ),
      x ⬝ᵥ (!![0, K * a, 0; K * a, 2 * D, K * b; 0, K * b, 4 * D] *ᵥ x)
      = K * (2 * x 1 * (a * x 0 + b * x 2)) + 2 * D * x 1 ^ 2 + 4 * D * x 2 ^ 2 := by
    intro a b x
    simp [Matrix.mulVec, dotProduct, Fin.sum_univ_three]
    ring
  have hform := aux (√(N : ℝ)) (√(2 * ((N : ℝ) - 1)))
  change ∀ x : Fin 3 → ℝ, x ⬝ᵥ (quadruplesCI D K N *ᵥ x) = _ at hform
  have hdot : ∀ x : Fin 3 → ℝ, x ⬝ᵥ x = x 0 ^ 2 + x 1 ^ 2 + x 2 ^ 2 := by
    intro x
    rw [dotProduct, Fin.sum_univ_three]
    ring
  have hab : √(N : ℝ) ^ 2 + √(2 * ((N : ℝ) - 1)) ^ 2 = √(3 * (N : ℝ) - 2) ^ 2 := by
    rw [Real.sq_sqrt (by linarith), Real.sq_sqrt (by linarith), Real.sq_sqrt (by linarith)]
    ring
  have hs : 0 < √(3 * (N : ℝ) - 2) := Real.sqrt_pos.mpr (by linarith)
  generalize √(N : ℝ) = a at hform hab
  generalize √(2 * ((N : ℝ) - 1)) = b at hform hab
  generalize √(3 * (N : ℝ) - 2) = s at hab hs ⊢
  obtain ⟨c, hc, h⟩ := (groundEnergy_isLeast hH).1
  have hv := variational_principle hH
  generalize groundEnergy (quadruplesCI D K N) = E at h hv ⊢
  rw [abs_le]
  constructor
  · -- lower bound: Cauchy-Schwarz on the ground vector
    have hE := hform c
    rw [h, dotProduct_smul, smul_eq_mul, hdot] at hE
    have hq : 0 < c 0 ^ 2 + c 1 ^ 2 + c 2 ^ 2 :=
      lt_of_le_of_ne (by positivity)
        (fun h0 => hc (dotProduct_self_eq_zero.mp (by rw [hdot]; exact h0.symm)))
    have ht : (a * c 0 + b * c 2) ^ 2 ≤ s ^ 2 * (c 0 ^ 2 + c 2 ^ 2) := by
      rw [← hab]
      nlinarith [sq_nonneg (a * c 2 - b * c 0)]
    have hX : |2 * c 1 * (a * c 0 + b * c 2)| ≤ s * (c 0 ^ 2 + c 1 ^ 2 + c 2 ^ 2) := by
      refine abs_le_of_sq_le_sq ?_ (by positivity)
      nlinarith [mul_le_mul_of_nonneg_left ht (by positivity : 0 ≤ 4 * c 1 ^ 2),
        sq_nonneg (s * (c 1 ^ 2 - c 0 ^ 2 - c 2 ^ 2))]
    have hKX := mul_le_mul_of_nonneg_left hX (abs_nonneg K)
    rw [← abs_mul] at hKX
    have hlow := neg_le_of_abs_le hKX
    have d1 := mul_le_mul_of_nonneg_right (neg_abs_le D) (sq_nonneg (c 1))
    have d2 := mul_le_mul_of_nonneg_right (neg_abs_le D) (sq_nonneg (c 2))
    have d3 := mul_nonneg (abs_nonneg D) (sq_nonneg (c 0))
    have d4 := mul_nonneg (abs_nonneg D) (sq_nonneg (c 1))
    have hfin : (-(|K| * s) - 4 * |D|) * (c 0 ^ 2 + c 1 ^ 2 + c 2 ^ 2)
        ≤ E * (c 0 ^ 2 + c 1 ^ 2 + c 2 ^ 2) := by
      rw [hE]
      linarith
    linarith [le_of_mul_le_mul_right hfin hq]
  · -- upper bound: the ground vector of the off-diagonal part as trial vector
    obtain ⟨σ, hσ, hK⟩ : ∃ σ : ℝ, σ ^ 2 = 1 ∧ K * σ = |K| := by
      rcases le_total 0 K with h | h
      · exact ⟨1, by norm_num, by rw [abs_of_nonneg h, mul_one]⟩
      · exact ⟨-1, by norm_num, by rw [abs_of_nonpos h]; ring⟩
    have ht := hv ![a, -(σ * s), b]
    rw [hform, hdot] at ht
    change E * (a ^ 2 + (-(σ * s)) ^ 2 + b ^ 2)
      ≤ K * (2 * (-(σ * s)) * (a * a + b * b)) + 2 * D * (-(σ * s)) ^ 2 + 4 * D * b ^ 2 at ht
    have e1 : a ^ 2 + (-(σ * s)) ^ 2 + b ^ 2 = 2 * s ^ 2 := by
      linear_combination hab + s ^ 2 * hσ
    have e2 : K * (2 * (-(σ * s)) * (a * a + b * b)) + 2 * D * (-(σ * s)) ^ 2 + 4 * D * b ^ 2
        = -(2 * |K| * s * s ^ 2) + 2 * D * s ^ 2 + 4 * D * b ^ 2 := by
      linear_combination (-2 * s * (a ^ 2 + b ^ 2)) * hK + (-2 * s * |K|) * hab
        + 2 * D * s ^ 2 * hσ
    rw [e1, e2] at ht
    have d1 := mul_le_mul_of_nonneg_right (le_abs_self D) (sq_nonneg s)
    have d2 := mul_le_mul_of_nonneg_right (le_abs_self D) (sq_nonneg b)
    have d3 := mul_le_mul_of_nonneg_left
      (show b ^ 2 ≤ s ^ 2 by linarith [sq_nonneg a]) (abs_nonneg D)
    have hfin : E * (2 * s ^ 2) ≤ (-(|K| * s) + 3 * |D|) * (2 * s ^ 2) := by
      linarith
    linarith [le_of_mul_le_mul_right hfin (by positivity), abs_nonneg D]

/-- The CI energy with quadruples, divided by `√N`, tends to `-√3 |K|` as the number `N` of
molecules grows. -/
theorem energy_div_sqrt_tendsto (D K : ℝ) :
    Tendsto (fun N : ℕ => groundEnergy (quadruplesCI D K N) / √(N : ℝ)) atTop
      (𝓝 (-√3 * |K|)) := by
  have hs : Tendsto (fun N : ℕ => √(N : ℝ)) atTop atTop :=
    Real.tendsto_sqrt_atTop.comp tendsto_natCast_atTop_atTop
  have h3 : Tendsto (fun N : ℕ => (3 : ℝ) - 2 / (N : ℝ)) atTop (𝓝 3) := by
    simpa using (tendsto_const_nhds (x := (3 : ℝ))).sub
      (tendsto_const_div_atTop_nhds_zero_nat (2 : ℝ))
  have hg : Tendsto (fun N : ℕ => |K| * √(3 - 2 / (N : ℝ))) atTop (𝓝 (|K| * √3)) :=
    h3.sqrt.const_mul |K|
  -- the diagonal energies contribute at most 4|D|/√N
  have hf : Tendsto (fun N : ℕ => groundEnergy (quadruplesCI D K N) / √(N : ℝ)
      + |K| * √(3 - 2 / (N : ℝ))) atTop (𝓝 0) := by
    refine squeeze_zero_norm' ?_ (hs.const_div_atTop (4 * |D|))
    filter_upwards [eventually_ge_atTop 1] with N hN
    have hN' : (1 : ℝ) ≤ N := by exact_mod_cast hN
    have hN0 : (N : ℝ) ≠ 0 := by linarith
    have hp : 0 < √(N : ℝ) := Real.sqrt_pos.mpr (by linarith)
    have e : (3 : ℝ) - 2 / (N : ℝ) = (3 * (N : ℝ) - 2) / N := by
      rw [sub_div, mul_div_cancel_right₀ _ hN0]
    rw [e, Real.sqrt_div (by linarith), ← mul_div_assoc, ← add_div, Real.norm_eq_abs, abs_div,
      abs_of_pos hp]
    exact div_le_div_of_nonneg_right (energy_bound D K hN) hp.le
  have h := hf.sub hg
  rw [show 0 - |K| * √3 = -√3 * |K| by ring] at h
  exact h.congr (fun N => by ring)

/-- The CI energy with quadruples per molecule tends to zero as the number of molecules grows. -/
theorem energy_per_molecule_tendsto (D K : ℝ) :
    Tendsto (fun N : ℕ => groundEnergy (quadruplesCI D K N) / (N : ℝ)) atTop (𝓝 0) := by
  have hs : Tendsto (fun N : ℕ => √(N : ℝ)) atTop atTop :=
    Real.tendsto_sqrt_atTop.comp tendsto_natCast_atTop_atTop
  refine ((energy_div_sqrt_tendsto D K).div_atTop hs).congr (fun N => ?_)
  rw [div_div, Real.mul_self_sqrt (Nat.cast_nonneg N)]

end

end HydrogenQuadruplesCI
```

```lean
#print axioms HydrogenQuadruplesCI.energy_per_molecule_tendsto
```

```
'HydrogenQuadruplesCI.energy_per_molecule_tendsto' depends on axioms: [propext, Classical.choice, Quot.sound]
```

`groundEnergy_isLeast` shows that the infimum is a true lowest level: the levels are roots of the characteristic polynomial, hence finitely many, and `eigenvalues_mem` supplies at least one. `variational_principle` subtracts the ground energy from $H$; the shifted matrix has no negative eigenvalue, so it is positive semidefinite.

`energy_bound` follows the two estimates above with unnormalised vectors. `hform` is the quadratic form, `hab` is $a^2+b^2=s^2$, `ht` in the lower bound is Cauchy–Schwarz, and `hX` bounds the coupling term without its factor $K$, which `hKX` restores. The upper bound inserts `![a, -(σ * s), b]`, whose squared norm is $2s^2$. `energy_div_sqrt_tendsto` then squeezes the error under $4|D|/\sqrt N$, and the last theorem divides that limit by $\sqrt N$.

The variational principle assumes a symmetric matrix, and real eigenvalues alone would not be enough. The matrix $\begin{pmatrix}0&1\\0&0\end{pmatrix}$ has $0$ as its only level, yet the unit vector $(1,-1)/\sqrt2$ has expectation value $-\tfrac12$.
